# Phase-dressed orbital permutation matrices compose under successive isometries of momentum

The theorem `dressedPerm_comp` concerns a finite set of orbitals with positions τ_a and the matrices D(k) = V(Rk) P V(k)*, where P permutes the orbitals, R is a linear isometry and V(k) is the diagonal matrix of phases exp(i k·τ_a). It states that D₂(R₁k) D₁(k) is the matrix at k for the combined operation, R₁ followed by R₂ and s₁ followed by s₂. The positions, isometries and permutations are arbitrary: no Hamiltonian enters, and the permutations need not match the action of the isometries on the positions. The proof cancels the inner phase matrices by unitarity and uses an auxiliary fact `hP`, that the permutation matrix of the composite is the product of the two permutation matrices.

Lean 4 with Mathlib refuses this proof:

```lean
import Mathlib

open Matrix

namespace LittleGroupHopping

noncomputable section

variable {E n : Type*} [NormedAddCommGroup E] [InnerProductSpace ℝ E]
  [Fintype n] [DecidableEq n]

/-- The plane-wave factor `exp(i k·d)`. -/
def phase (k d : E) : ℂ := Complex.exp ((inner ℝ k d : ℝ) * Complex.I)

/-- The permutation matrix sending orbital `a` to orbital `s a`. -/
def orbitalPerm (s : Equiv.Perm n) : Matrix n n ℂ :=
  Matrix.of fun i j => if i = s j then 1 else 0

/-- The diagonal matrix `V(k)` of the phases `exp(i k·τ_a)`. -/
def positionPhase (τ : n → E) (k : E) : Matrix n n ℂ :=
  Matrix.diagonal fun a => phase k (τ a)

/-- The symmetry matrix `D(k) = V(Rk) P V(k)*` at momentum `k`. -/
def dressedPerm (τ : n → E) (R : E ≃ₗᵢ[ℝ] E) (s : Equiv.Perm n) (k : E) : Matrix n n ℂ :=
  positionPhase τ (R k) * orbitalPerm s * (positionPhase τ k)ᴴ

/-- The plane-wave factor of a difference of displacements is a product of one factor and the
conjugate of the other. -/
theorem phase_sub (k d e : E) : phase k (d - e) = phase k d * star (phase k e) := by
  unfold phase
  rw [inner_sub_right, Complex.star_def, ← Complex.exp_conj, ← Complex.exp_add]
  congr 1
  simp only [map_mul, Complex.conj_ofReal, Complex.conj_I, Complex.ofReal_sub]
  ring

/-- The matrix of position phases is unitary. -/
theorem positionPhase_unitary (τ : n → E) (k : E) :
    positionPhase τ k ∈ Matrix.unitaryGroup n ℂ := by
  have h : ∀ a, phase k (τ a) * star (phase k (τ a)) = 1 := by
    intro a
    rw [← phase_sub, sub_self]
    simp [phase]
  rw [Matrix.mem_unitaryGroup_iff]
  simp only [positionPhase, Matrix.star_eq_conjTranspose, Matrix.diagonal_conjTranspose,
    Matrix.diagonal_mul_diagonal, Pi.star_apply, h]
  exact Matrix.diagonal_one

/-- The matrices `D` compose along successive operations: `D₂(R₁k) D₁(k)` is the matrix of the
combined operation at `k`. -/
theorem dressedPerm_comp (τ : n → E) (R₁ R₂ : E ≃ₗᵢ[ℝ] E) (s₁ s₂ : Equiv.Perm n) (k : E) :
    dressedPerm τ R₂ s₂ (R₁ k) * dressedPerm τ R₁ s₁ k =
      dressedPerm τ (R₁.trans R₂) (s₁.trans s₂) k := by
  have hV : (positionPhase τ (R₁ k))ᴴ * positionPhase τ (R₁ k) = 1 :=
    Matrix.mem_unitaryGroup_iff'.mp (positionPhase_unitary τ (R₁ k))
  have e : ∀ X : Matrix n n ℂ,
      (positionPhase τ (R₁ k))ᴴ * (positionPhase τ (R₁ k) * X) = X := fun X => by
    rw [← Matrix.mul_assoc, hV, Matrix.one_mul]
  have hP : orbitalPerm (s₁.trans s₂) = orbitalPerm s₂ * orbitalPerm s₁ := by
    ext i j
    simp [Matrix.mul_apply, orbitalPerm]
    split_ifs <;> rfl
  simp only [dressedPerm, hP, LinearIsometryEquiv.trans_apply, Matrix.mul_assoc, e]

end

end LittleGroupHopping
```

Compiling this gives:

```
Main.lean:61:18: error: Tactic `rfl` failed: The left-hand side
  if i = s₂ (s₁ j) then 1 else 0
is not definitionally equal to the right-hand side
  1

case pos
E : Type u_1
n : Type u_2
inst✝³ : NormedAddCommGroup E
inst✝² : InnerProductSpace ℝ E
inst✝¹ : Fintype n
inst✝ : DecidableEq n
τ : n → E
R₁ R₂ : E ≃ₗᵢ[ℝ] E
s₁ s₂ : Equiv.Perm n
k : E
hV : (positionPhase τ (R₁ k))ᴴ * positionPhase τ (R₁ k) = 1
e : ∀ (X : Matrix n n ℂ), (positionPhase τ (R₁ k))ᴴ * (positionPhase τ (R₁ k) * X) = X
i j : n
h✝ : i = s₂ (s₁ j)
⊢ (if i = s₂ (s₁ j) then 1 else 0) = 1
Main.lean:61:18: error: Tactic `rfl` failed: The left-hand side
  if i = s₂ (s₁ j) then 1 else 0
is not definitionally equal to the right-hand side
  0

case neg
E : Type u_1
n : Type u_2
inst✝³ : NormedAddCommGroup E
inst✝² : InnerProductSpace ℝ E
inst✝¹ : Fintype n
inst✝ : DecidableEq n
τ : n → E
R₁ R₂ : E ≃ₗᵢ[ℝ] E
s₁ s₂ : Equiv.Perm n
k : E
hV : (positionPhase τ (R₁ k))ᴴ * positionPhase τ (R₁ k) = 1
e : ∀ (X : Matrix n n ℂ), (positionPhase τ (R₁ k))ᴴ * (positionPhase τ (R₁ k) * X) = X
i j : n
h✝ : ¬i = s₂ (s₁ j)
⊢ (if i = s₂ (s₁ j) then 1 else 0) = 0
```

The change, after which it compiles:

```diff
@@ -58,6 +58,7 @@
   have hP : orbitalPerm (s₁.trans s₂) = orbitalPerm s₂ * orbitalPerm s₁ := by
     ext i j
+    have l : orbitalPerm (s₁.trans s₂) i j = if i = s₂ (s₁ j) then 1 else 0 := rfl
+    rw [l]
     simp [Matrix.mul_apply, orbitalPerm]
-    split_ifs <;> rfl
   simp only [dressedPerm, hP, LinearIsometryEquiv.trans_apply, Matrix.mul_assoc, e]
 
```

Cause. Both errors come from the entrywise proof of `hP`. After `split_ifs`, the right side has become `1` or `0`, but the left is still an `if`, although its printed condition is exactly the one decided by the hypothesis. What differs is not printed: the `Decidable` instance inside the `if`. Unfolding `orbitalPerm (s₁.trans s₂)` gives an instance for `i = (s₁.trans s₂) j`; `simp` rewrites the condition to `i = s₂ (s₁ j)` but leaves the instance in its old form. The two sides therefore fail to match for `simp`, and `split_ifs` reduces only one of them. `rfl` cannot finish, because a hypothesis about the condition does not make the `if` compute by definition.

The repair states the left entry as `l`, with the condition written as `i = s₂ (s₁ j)` from the start, so that Lean builds the instance for that form. Here `rfl` suffices, since the two forms are equal by unfolding. After `rw [l]`, `simp` closes the goal, so the `split_ifs` line has to go: no goal is left for it.
